# Twisting the boundary flips the parity of a nearest-neighbour Majorana ring exactly when the bond product exceeds the on-site product in magnitude

When every coupling in a disordered Majorana wire joins one of two Majorana species to the other, a simulation code can probe the wire's topology by closing it into a ring, building the coupling matrix once with a periodic and once with an antiperiodic closing bond, and comparing the signs of the two determinants. Opposite signs mean that the ground-state fermion parity changes with the boundary condition. For a non-interacting ring with one on-site coupling per site and one bond between neighbours, always joining the second species on one site to the first species on the next, the couplings give the answer directly, without a determinant routine.

Number the sites $j=0,\dots,n$, so that the ring has $N=n+1$ sites. Let $a_j$ be the on-site couplings, $b_j$ the bond from site $j$ to the next, and $s$ a real factor on the closing bond $b_n$. With $A=\prod_j a_j$ and $B=\prod_j b_j$, the coupling matrix $M(s)$ satisfies

$$\det M(s)=A+(-1)^n s\,B,\qquad \det M(1)\,\det M(-1)=A^2-B^2 .$$

The parity flips between $s=1$ and $s=-1$ exactly when $|A|<|B|$.

## Comparing determinant signs in a disorder scan

Each site carries two Majorana operators, $\alpha_j$ and $\beta_j$, which square to one and anticommute with each other and with those of other sites. The Hamiltonian is

$$H=\frac{i}{2}\sum_{j,k}M_{jk}\,\alpha_j\beta_k .$$

On the ring, $a_j$ couples $\alpha_j$ to $\beta_j$, the bond $b_j$ with $j<n$ couples $\alpha_{j+1}$ to $\beta_j$, and the closing bond $s\,b_n$ couples $\alpha_0$ to $\beta_n$. All other entries of $M(s)$ vanish if $n\ge1$. The Kitaev chain with hopping equal to pairing has this form, with site-dependent parameters if it is disordered.

A scan over disorder realisations that evaluates the sign of $\det M(\pm1)$ by LU factorisation can be compared with the product criterion, realisation by realisation. The criterion costs $O(N)$ operations. For long rings the products may overflow or underflow, and it is safer to compare sums of logarithms: for nonzero couplings, the parity flips exactly when

$$\sum_j\log|a_j|<\sum_j\log|b_j| .$$

Close to equality one of the two determinants is small compared with $|A|$ and $|B|$, and rounding can give it the wrong sign. Disagreements there say little about the code.

A two-site ring shows the numbers. For $a=(1,1)$ and $b=(2,1)$ the determinant is $1-2s$. It equals $-1$ at $s=1$ and $3$ at $s=-1$, so the product is $-3=1^2-2^2$ and the parity flips.

## From the cofactor expansion to the zero-mode crossing

**Determinant.** For $n\ge1$ the first row of $M(s)$ has $a_0$ in column $0$ and $s\,b_n$ in column $n$, and zeros elsewhere. Deleting row $0$ and column $0$ leaves a lower triangular matrix with diagonal $a_1,\dots,a_n$. Deleting row $0$ and column $n$ leaves an upper triangular matrix with diagonal $b_0,\dots,b_{n-1}$. The cofactor signs are $+1$ and $(-1)^n$, so

$$\det M(s)=a_0\prod_{j=1}^{n}a_j+(-1)^n s\,b_n\prod_{j=0}^{n-1}b_j=A+(-1)^n s\,B .$$

For a single site, $M(s)=a_0+s\,b_0$, which agrees with the formula at $n=0$.

**Two boundary conditions.** Put $e=(-1)^n$, so that $e^2=1$. Then

$$\det M(1)\det M(-1)=(A+eB)(A-eB)=A^2-e^2B^2=A^2-B^2 .$$

The two signs are nonzero and opposite exactly when this product is negative, that is, when $|A|<|B|$. A vanishing on-site coupling therefore gives a flip if all bonds are nonzero. At $|A|=|B|$ at least one of the two rings has a zero mode, and this doesn't count as a flip.

**Tuning the closing bond.** A zero mode at twist $s$ is a nonzero vector $v$ with $M(s)v=0$, which can be scaled to unit length. It exists exactly when $A+e\,s\,B=0$. If $B\ne0$, the only solution is

$$s_*=-\frac{eA}{B},\qquad |s_*|=\frac{|A|}{|B|},$$

and it lies in $-1<s<1$ exactly when $|A|<|B|$. If $B=0$, the determinant is $A$ at every twist, so there is a zero mode either nowhere or everywhere, and never at exactly one twist. A flip is thus equivalent to a single crossing twist inside the interval. In the two-site example it is $s_*=1/2$.

**Logarithms and the clean ring.** For nonzero couplings $|A|=\exp\sum_j\log|a_j|$, and likewise for $B$. Since the exponential is increasing, $|A|<|B|$ becomes the comparison of sums. If all $a_j=\mu$ and all $b_j=t$, the condition reads $|\mu|^{n+1}<|t|^{n+1}$, which is $|\mu|<|t|$ for every ring size.

**Why the sign is a parity.** Suppose $M=U\,\mathrm{diag}(\varepsilon)\,V^{\mathsf T}$ with $U,V$ orthogonal and every $\varepsilon_k>0$. Orthogonal matrices have determinant $\pm1$, hence

$$\operatorname{sign}\det M=\operatorname{sign}\Bigl(\det U\,\det V\prod_k\varepsilon_k\Bigr)=\det U\,\det V .$$

In the rotated operators $\tilde\alpha=U^{\mathsf T}\alpha$ and $\tilde\beta=V^{\mathsf T}\beta$, the Hamiltonian is $\frac12\sum_k\varepsilon_k\,i\tilde\alpha_k\tilde\beta_k$, and its ground state has $-i\tilde\alpha_k\tilde\beta_k=1$ for every $k$. The total fermion parity $\prod_j(-i\alpha_j\beta_j)$ equals $\det U\det V\prod_k(-i\tilde\alpha_k\tilde\beta_k)$, so its ground-state value is $\det U\det V$.

## Lean source for the ring and its parity

```lean
import Mathlib

open Matrix

namespace MajoranaRing

noncomputable section

/-- Coupling matrix of a ring of `n + 1` sites: on-site couplings `a j` on the diagonal, bonds
`b j` from site `j` to the next on the subdiagonal, and the closing bond, multiplied by the
boundary twist `s`, in the top-right corner (for a single site it adds to the diagonal). -/
def ringMatrix {n : ℕ} (a b : Fin (n + 1) → ℝ) (s : ℝ) :
    Matrix (Fin (n + 1)) (Fin (n + 1)) ℝ :=
  Matrix.of fun i j =>
    (if j = i then a i else 0) + (if (i : ℕ) = (j : ℕ) + 1 then b j else 0)
      + (if i = 0 ∧ j = Fin.last n then s * b j else 0)

/-- Parity index of a quadratic Hamiltonian that couples two species of Majorana modes through
the real matrix `M`: the sign of `det M`. -/
def parity {m : ℕ} (M : Matrix (Fin m) (Fin m) ℝ) : SignType :=
  SignType.sign M.det

/-- The parity indices of the periodic (`s = 1`) and antiperiodic (`s = -1`) rings are nonzero
and opposite. -/
def ParityFlips {n : ℕ} (a b : Fin (n + 1) → ℝ) : Prop :=
  parity (ringMatrix a b 1) * parity (ringMatrix a b (-1)) = -1

/-- If orthogonal rotations `U` and `V` of the two Majorana species bring the coupling matrix to
normal modes with positive energies `ε`, the parity index is `det U * det V`. -/
theorem parity_eq_of_normal_modes {m : ℕ} (U V : Matrix (Fin m) (Fin m) ℝ) (ε : Fin m → ℝ)
    (hU : U * Uᵀ = 1) (hV : V * Vᵀ = 1) (hε : ∀ k, 0 < ε k) :
    ((parity (U * Matrix.diagonal ε * Vᵀ) : SignType) : ℝ) = U.det * V.det := by
  have hU' : U.det * U.det = 1 := by
    have h := congrArg Matrix.det hU
    rwa [Matrix.det_mul, Matrix.det_transpose, Matrix.det_one] at h
  have hV' : V.det * V.det = 1 := by
    have h := congrArg Matrix.det hV
    rwa [Matrix.det_mul, Matrix.det_transpose, Matrix.det_one] at h
  have hp : 0 < ∏ k, ε k := Finset.prod_pos fun k _ => hε k
  have hdet : (U * Matrix.diagonal ε * Vᵀ).det = (U.det * V.det) * ∏ k, ε k := by
    rw [Matrix.det_mul, Matrix.det_mul, Matrix.det_transpose, Matrix.det_diagonal]
    ring
  -- the positive energies drop out of the sign
  rw [parity, hdet, sign_mul, sign_pos hp, mul_one]
  have h : (U.det * V.det) * (U.det * V.det) = 1 := by
    linear_combination V.det * V.det * hU' + hV'
  rcases mul_self_eq_one_iff.mp h with h | h
  · rw [h, sign_pos one_pos]
    simp
  · rw [h, sign_neg (by norm_num)]
    simp

/-- The determinant of the ring is the product of the on-site couplings plus a signed product
of the bonds, linear in the boundary twist. -/
theorem det_ringMatrix {n : ℕ} (a b : Fin (n + 1) → ℝ) (s : ℝ) :
    (ringMatrix a b s).det = ∏ j, a j + (-1) ^ n * s * ∏ j, b j := by
  have h0 : ∀ j, ringMatrix a b s 0 j =
      (if j = 0 then a 0 else 0) + (if j = Fin.last n then s * b j else 0) := by
    intro j
    simp [ringMatrix]
  -- without the first row and column the matrix is lower triangular
  have hA : ((ringMatrix a b s).submatrix Fin.succ Fin.succ).det = ∏ i : Fin n, a i.succ := by
    rw [Matrix.det_of_isLowerTriangular]
    · simp [ringMatrix]
    · intro i j hij
      have h : i < j := hij
      have h2 : ¬ (i : ℕ) = j + 1 := by omega
      simp [ringMatrix, h.ne', h2]
  -- without the first row and last column it is upper triangular
  have hB : ((ringMatrix a b s).submatrix Fin.succ Fin.castSucc).det
      = ∏ i : Fin n, b i.castSucc := by
    rw [Matrix.det_of_isUpperTriangular]
    · refine Finset.prod_congr rfl fun i _ => ?_
      have h1 : i.castSucc ≠ i.succ := by
        intro h'
        have h'' : (i : ℕ) = i + 1 := congrArg Fin.val h'
        omega
      simp [ringMatrix, h1]
    · intro i j hij
      have h : j < i := hij
      have h1 : j.castSucc ≠ i.succ := by
        intro h'
        have h'' : (j : ℕ) = i + 1 := congrArg Fin.val h'
        omega
      simp [ringMatrix, Fin.val_inj, h1, h.ne']
  rw [Matrix.det_succ_row_zero]
  simp only [h0, mul_add, add_mul, Finset.sum_add_distrib, mul_ite, ite_mul, mul_zero,
    zero_mul, Finset.sum_ite_eq', Finset.mem_univ, if_true]
  rw [Fin.succAbove_zero, Fin.succAbove_last, hA, hB, Fin.prod_univ_succ a,
    Fin.prod_univ_castSucc b, Fin.val_zero, Fin.val_last]
  ring

/-- The determinants of the periodic and antiperiodic rings multiply to the squared product of
the on-site couplings minus the squared product of the bonds. -/
theorem det_periodic_mul_det_antiperiodic {n : ℕ} (a b : Fin (n + 1) → ℝ) :
    (ringMatrix a b 1).det * (ringMatrix a b (-1)).det
      = (∏ j, a j) ^ 2 - (∏ j, b j) ^ 2 := by
  have he : ((-1 : ℝ) ^ n) ^ 2 = 1 := by
    rcases neg_one_pow_eq_or ℝ n with h | h <;> rw [h] <;> norm_num
  rw [det_ringMatrix, det_ringMatrix]
  linear_combination -(∏ j, b j) ^ 2 * he

/-- Twisting the boundary flips the parity index of a disordered ring exactly when the product
of the bonds exceeds the product of the on-site couplings in magnitude. -/
theorem parityFlips_iff {n : ℕ} (a b : Fin (n + 1) → ℝ) :
    ParityFlips a b ↔ |∏ j, a j| < |∏ j, b j| := by
  rw [ParityFlips, parity, parity, ← sign_mul, sign_eq_neg_one_iff,
    det_periodic_mul_det_antiperiodic, sub_neg, sq_lt_sq]

/-- The parity index flips exactly when, as the closing bond is tuned through `-1 < s < 1`,
there is one and only one twist at which the coupling matrix has a zero mode. -/
theorem parityFlips_iff_unique_zero_mode {n : ℕ} (a b : Fin (n + 1) → ℝ) :
    ParityFlips a b ↔
      ∃! s : ℝ, s ∈ Set.Ioo (-1 : ℝ) 1 ∧ ∃ v, v ≠ 0 ∧ ringMatrix a b s *ᵥ v = 0 := by
  have hz : ∀ s : ℝ, (∃ v, v ≠ 0 ∧ ringMatrix a b s *ᵥ v = 0) ↔
      ∏ j, a j + (-1) ^ n * s * ∏ j, b j = 0 := fun s => by
    rw [Matrix.exists_mulVec_eq_zero_iff, det_ringMatrix]
  rw [parityFlips_iff]
  simp only [hz]
  clear hz
  have he := neg_one_pow_eq_or ℝ n
  generalize (-1 : ℝ) ^ n = e at he ⊢
  generalize ∏ j, a j = A
  generalize ∏ j, b j = B
  have hee : e * e = 1 := by rcases he with h | h <;> rw [h] <;> norm_num
  have hea : |e| = 1 := by rcases he with h | h <;> rw [h] <;> norm_num
  constructor
  · intro h
    have hB : B ≠ 0 := abs_pos.mp ((abs_nonneg A).trans_lt h)
    -- the determinant is linear in the twist, with this root
    refine ⟨-e * A / B, ⟨?_, ?_⟩, ?_⟩
    · rw [Set.mem_Ioo, ← abs_lt, abs_div, abs_mul, abs_neg, hea, one_mul,
        div_lt_one (abs_pos.mpr hB)]
      exact h
    · have hx : -e * A / B * B = -e * A := div_mul_cancel₀ _ hB
      linear_combination e * hx - A * hee
    · rintro s ⟨-, hs⟩
      rw [eq_div_iff hB]
      linear_combination e * hs - s * B * hee
  · rintro ⟨s, ⟨hs, h0⟩, huniq⟩
    -- with a severed ring a zero mode would persist at every twist
    have hB : B ≠ 0 := by
      rintro rfl
      have hA : A = 0 := by simpa using h0
      have h1 := huniq 0 ⟨by constructor <;> norm_num, by simp [hA]⟩
      have h2 := huniq (1 / 2) ⟨by constructor <;> norm_num, by simp [hA]⟩
      linarith
    have hA : A = -(e * s * B) := by linarith
    rw [hA, abs_neg, abs_mul, abs_mul, hea, one_mul]
    exact mul_lt_of_lt_one_left (abs_pos.mpr hB) (abs_lt.mpr ⟨hs.1, hs.2⟩)

/-- For nonzero couplings the parity index flips exactly when the summed logarithms of the bond
strengths exceed those of the on-site strengths. -/
theorem parityFlips_iff_sum_log {n : ℕ} (a b : Fin (n + 1) → ℝ)
    (ha : ∀ j, a j ≠ 0) (hb : ∀ j, b j ≠ 0) :
    ParityFlips a b ↔ ∑ j, Real.log |a j| < ∑ j, Real.log |b j| := by
  have key : ∀ c : Fin (n + 1) → ℝ, (∀ j, c j ≠ 0) →
      |∏ j, c j| = Real.exp (∑ j, Real.log |c j|) := by
    intro c hc
    rw [Real.exp_sum, Finset.abs_prod]
    exact Finset.prod_congr rfl fun j _ => (Real.exp_log (abs_pos.mpr (hc j))).symm
  rw [parityFlips_iff, key a ha, key b hb, Real.exp_lt_exp]

/-- In a clean ring with on-site coupling `μ` and bond `t`, the parity index flips exactly when
`|μ| < |t|`, whatever the number of sites. -/
theorem parityFlips_uniform_iff (n : ℕ) (μ t : ℝ) :
    ParityFlips (fun _ : Fin (n + 1) => μ) (fun _ => t) ↔ |μ| < |t| := by
  rw [parityFlips_iff, Finset.prod_const, Finset.prod_const, Finset.card_univ,
    Fintype.card_fin, abs_pow, abs_pow]
  exact pow_lt_pow_iff_left₀ (abs_nonneg μ) (abs_nonneg t) (Nat.succ_ne_zero n)

end

end MajoranaRing
```

```lean
#print axioms MajoranaRing.parityFlips_iff
#print axioms MajoranaRing.parityFlips_iff_unique_zero_mode
#print axioms MajoranaRing.parityFlips_iff_sum_log
#print axioms MajoranaRing.parityFlips_uniform_iff
```

```
'MajoranaRing.parityFlips_iff' depends on axioms: [propext, Classical.choice, Quot.sound]
'MajoranaRing.parityFlips_iff_unique_zero_mode' depends on axioms: [propext, Classical.choice, Quot.sound]
'MajoranaRing.parityFlips_iff_sum_log' depends on axioms: [propext, Classical.choice, Quot.sound]
'MajoranaRing.parityFlips_uniform_iff' depends on axioms: [propext, Classical.choice, Quot.sound]
```

## Couplings, indices and signs in the Lean statements

`ringMatrix a b s` is $M(s)$. The couplings are functions on `Fin (n + 1)`, which fixes zero-based sites and at least one site. They are arbitrary real numbers, so any disorder realisation is allowed, including one with zeros. Row `i` belongs to $\alpha_i$ and column `j` to $\beta_j$; a bond therefore sits at row $j+1$, column $j$. A code that stores the transpose gets the same determinant.

`parity` is the sign of a determinant, with values $-1$, $0$ and $1$, whereas the textbook parity is an eigenvalue of an operator on many-body states. `ParityFlips` says that the indices at $s=1$ and $s=-1$ multiply to $-1$, which forces both to be nonzero.

`det_ringMatrix` and `det_periodic_mul_det_antiperiodic` are the two identities at the top of this note, and `parityFlips_iff` is the criterion. In `parityFlips_iff_unique_zero_mode`, the quantifier `∃!` counts twists in the open interval. It doesn't count independent null vectors at that twist.

`parityFlips_iff_sum_log` assumes that every coupling is nonzero, because Lean sets the logarithm of zero to zero; floating-point code that returns minus infinity there still makes the right comparison.

In `parityFlips_uniform_iff` the letter `t` is the Majorana bond. For a Kitaev chain with hopping amplitude $w$ equal to the pairing, its magnitude is $2|w|$, which recovers the familiar condition $|\mu|<2|w|$.

`parity_eq_of_normal_modes` applies to any real square matrix given in the factorised form above. The factorisation is an input, as supplied by a singular value decomposition. Strict positivity of the `ε k` stands for the absence of zero modes.

## How the Lean proofs follow the algebra

In `det_ringMatrix`, `h0` records the first row, and `hA` and `hB` evaluate the two triangular minors. `Matrix.det_succ_row_zero` performs the cofactor expansion, the simplification keeps its two surviving terms, and `ring` collects the products.

The product identity follows by inserting this formula twice and using `he`, the statement $e^2=1$. `parityFlips_iff` then merges the two signs into the sign of one product and turns $A^2-B^2<0$ into $|A|<|B|$ with `sq_lt_sq`.

For the zero-mode theorem, `hz` replaces the existence of a null vector by the linear equation for $s$. The forward direction supplies $s_*$, shows that it lies in the interval and solves the equation, and checks uniqueness. The reverse direction first excludes $B=0$: a zero mode would then exist at both $s=0$ and $s=1/2$, contradicting uniqueness. With $B\neq0$, the equation gives $|A|=|s|\,|B|<|B|$.

The logarithmic version writes each absolute product as an exponential, and the clean-ring version compares equal positive powers. The normal-mode lemma obtains $(\det U)^2=(\det V)^2=1$ from orthogonality, removes the positive product of energies from the sign, and treats the values $1$ and $-1$ of $\det U\det V$ separately.

## Fock space, longer couplings and rounding

The theorems are about real matrices. The step from `parity` to the fermion parity of a many-body ground state is the operator argument given above, and it isn't formalised.

The product formula belongs to this pattern of couplings. Unequal hopping and pairing in the Kitaev chain add entries above the diagonal, and longer-range terms add others; the determinant then generally contains further products. Couplings within one Majorana species take the Hamiltonian out of the form used here, and its parity is then obtained from a Pfaffian. Interactions also need a different treatment.

Each statement concerns one finite ring with given couplings. It gives no size for the energy gap, no decay length for end modes of an open wire, and no average over disorder. It also puts no bound on rounding errors, so a code should report how far apart the two logarithmic sums are along with the predicted flip.
